# If S′(E) < 1, the damped quasiparticle iteration converges locally for 0 < a < 2Z and is repelled from E for a > 2Z

## Why does my G0W0 loop run away from a solution I can see on the plot?

For one of my states the quasiparticle loop never settles. I insert a trial energy w into the self-energy, take e + S(w) as the next trial energy, and repeat. Here S is the real, energy-dependent part of the diagonal self-energy, and e collects everything that doesn't depend on w. A plot shows a clean crossing of w and e + S(w), and S is smooth there. Yet if I start very close to the crossing, the energy jumps from one side to the other and moves further away each time. Other states converge in a few steps. If I take only a fraction a of each step, the bad state converges too. Is my starting guess at fault, or something about the state? And how small does a have to be?

## The slope of S at the crossing sets the limit on a

It is the state. A better starting guess doesn't help, because the loop magnifies small errors. What matters is the slope of S at the solution E, usually quoted as the quasiparticle weight

Z = 1 / (1 − S′(E)).

Assume E = e + S(E), with S differentiable at E and S′(E) < 1, so that Z > 0. The damped update is

u(w) = w + a (e + S(w) − w).

For a ≠ 0, u(w) = w holds exactly when e + S(w) − w = 0, so damping leaves the solutions where they were. The slope of the update at E is

m = u′(E) = 1 + a (S′(E) − 1) = 1 − a/Z.

Since Z > 0, |m| < 1 means 0 < a/Z < 2, that is, 0 < a < 2Z. If a > 2Z, then m < −1: close to E, each step overshoots the solution and lands further away on the other side, which is what you see.

To turn slopes into statements about whole orbits, use differentiability. For every c > 0 there is a δ > 0 such that |w − E| < δ implies

|u(w) − E − m (w − E)| ≤ c |w − E|.

Set q = (1 + |m|)/2 and write w_n for the trial energy after n updates, with w_0 the start.

If |m| < 1, take c = (1 − |m|)/2. The triangle inequality gives

|u(w) − E| ≤ (|m| + c) |w − E| = q |w − E|, with q < 1.

The orbit therefore stays within δ of E, and by induction |w_n − E| ≤ qⁿ |w_0 − E|, which tends to 0.

If |m| > 1, take c = (|m| − 1)/2. The reverse triangle inequality gives

|u(w) − E| ≥ (|m| − c) |w − E| = q |w − E|, now with q > 1.

Suppose an orbit that never hits E stayed within δ of it from step N on. Then |w_(N+k) − E| ≥ qᵏ |w_N − E| for every k. Since w_N ≠ E, the right-hand side eventually exceeds δ, a contradiction. So the orbit is at distance at least δ from E at arbitrarily late steps. It may come back in between, because S far from E can send it back.

Your undamped loop has a = 1, so its threshold is Z = 1/2, or S′(E) = −1. With S′(E) = −1.5, for example, Z = 0.4: the undamped error grows by a factor of about 1.5 per step near E, and any a between 0 and 0.8 gives local convergence.

Three special cases complete the picture.

- For a = Z the slope m vanishes, and a single update reduces a small enough error by any factor you prescribe. This is a Newton step with the derivative frozen at its value at E. Since E isn't known in advance, Z can in practice be estimated from the slope at a nearby energy.
- For a = 2Z the slope is −1, and convergence can fail. With S(w) = −w and e = 0, the undamped update is w → −w, which flips the sign of the error for ever. This straight line is a toy model: the energy-dependent part of a physical self-energy doesn't grow without bound at high energy.
- For a single pole at p with coupling g, S(w) = g²/(w − p) and S′(E) = −g²/(E − p)², so Z = (E − p)² / ((E − p)² + g²). This is below 1/2 exactly when |E − p| < |g|: a solution that close to the pole repels the undamped loop.

### What the theorem `damped_root_search` says

The self-energy is a function `S : ℝ → ℝ`, `dampedStep S e a` is the update u, and `qpWeight S E` is Z, built from the actual derivative `deriv S E`. The notation `(dampedStep S e a)^[n] w` means the trial energy after n updates from the start `w`.

There are three hypotheses. `hE` says that E solves the quasiparticle equation; the existence of a solution is assumed. `hS` asks for differentiability at E alone, so S′ need not be continuous. `hs` is S′(E) < 1, which stands for a positive quasiparticle weight. It includes the usual case S′(E) ≤ 0, as for a sum of real poles with positive strengths.

The conclusion is a pair of implications. For 0 < a < 2Z there is a δ > 0 such that every start closer than δ to E gives a sequence tending to E. For a > 2Z there is a δ > 0 such that every orbit that never equals E satisfies `∃ᶠ n in atTop, δ ≤ |...|`: however late the step, a later one lies at least δ away. This includes orbits that leave for good and orbits that keep returning. Orbits that hit E are excluded because they stay there; the start w = E is the simplest one.

The order of the quantifiers in the second half is easy to get wrong. Here δ is chosen before the orbit, so one neighbourhood serves all of them. If δ were chosen after `w`, the statement would say only that each such orbit fails to converge to E, and the distances could shrink from one orbit to the next.

For diagonal G0W0 with a fixed, real self-energy, the result tells you which damping factors are safe close to a given solution. It gives no size for δ and doesn't treat complex self-energies, off-diagonal elements or schemes that update G or W between steps.

In Lean 4 with Mathlib:

```lean
import Mathlib

open Filter Topology

namespace GWDampedRootSearch

noncomputable section

/-- One damped update of the trial energy `w` for the quasiparticle equation `w = e + S w`,
with damping factor `a`. -/
def dampedStep (S : ℝ → ℝ) (e a w : ℝ) : ℝ := w + a * (e + S w - w)

/-- The quasiparticle weight `Z = 1 / (1 - S'(E))`, for a self-energy `S` differentiable at `E`
with `S'(E) ≠ 1`. -/
def qpWeight (S : ℝ → ℝ) (E : ℝ) : ℝ := 1 / (1 - deriv S E)

/-- For nonzero damping factor, the energies left unchanged by the update are exactly the
solutions of the quasiparticle equation. -/
theorem dampedStep_eq_self_iff (S : ℝ → ℝ) (e w : ℝ) {a : ℝ} (ha : a ≠ 0) :
    dampedStep S e a w = w ↔ w = e + S w := by
  unfold dampedStep
  constructor
  · intro h
    have h0 : a * (e + S w - w) = 0 := by linarith
    rcases mul_eq_zero.mp h0 with h1 | h1
    · exact absurd h1 ha
    · linarith
  · intro h
    have h0 : e + S w - w = 0 := by linarith
    rw [h0, mul_zero, add_zero]

/-- Where the self-energy is differentiable, the update has slope `1 - a (1 - S'(E))`. -/
theorem hasDerivAt_dampedStep {S : ℝ → ℝ} {E : ℝ} (e a : ℝ) (hS : DifferentiableAt ℝ S E) :
    HasDerivAt (dampedStep S e a) (1 - a * (1 - deriv S E)) E := by
  have h := (hasDerivAt_id' E).fun_add
    (((hS.hasDerivAt.const_add e).fun_sub (hasDerivAt_id' E)).const_mul a)
  exact h.congr_deriv (by ring)

/-- Near a point of differentiability, the error of the linear approximation is at most any
prescribed positive fraction of the distance to that point. -/
theorem linear_bound {g : ℝ → ℝ} {m E c : ℝ} (h : HasDerivAt g m E) (hc : 0 < c) :
    ∃ δ > 0, ∀ w, |w - E| < δ → |g w - g E - (w - E) * m| ≤ c * |w - E| := by
  obtain ⟨δ, hδ, H⟩ := Metric.eventually_nhds_iff.mp ((hasDerivAt_iff_isLittleO.mp h).def hc)
  refine ⟨δ, hδ, fun w hw => ?_⟩
  have h1 := H (show dist w E < δ by rwa [Real.dist_eq])
  simpa only [Real.norm_eq_abs, smul_eq_mul] using h1

/-- A fixed point at which the update has slope of modulus below one attracts all nearby
starting energies. -/
theorem attracts {g : ℝ → ℝ} {m E : ℝ} (h : HasDerivAt g m E) (hE : g E = E) (hm : |m| < 1) :
    ∃ δ > 0, ∀ w, |w - E| < δ → Tendsto (fun n => g^[n] w) atTop (𝓝 E) := by
  obtain ⟨δ, hδ, H⟩ := linear_bound h (c := (1 - |m|) / 2) (by linarith)
  have hm0 := abs_nonneg m
  obtain ⟨q, hq⟩ : ∃ q, q = (1 + |m|) / 2 := ⟨_, rfl⟩
  have hq0 : 0 ≤ q := by linarith
  have hq1 : q < 1 := by linarith
  -- one update shrinks the error at least by the factor q
  have step : ∀ w, |w - E| < δ → |g w - E| ≤ q * |w - E| := by
    intro w hw
    have h1 := H w hw
    rw [hE] at h1
    have h2 := abs_sub_abs_le_abs_sub (g w - E) ((w - E) * m)
    rw [abs_mul] at h2
    rw [hq]
    linarith
  refine ⟨δ, hδ, fun w hw => ?_⟩
  have hb : ∀ n : ℕ, |g^[n] w - E| ≤ q ^ n * |w - E| := by
    intro n
    induction n with
    | zero => simp
    | succ n ih =>
      have h1 : q ^ n * |w - E| ≤ |w - E| :=
        mul_le_of_le_one_left (abs_nonneg _) (pow_le_one₀ hq0 hq1.le)
      rw [Function.iterate_succ_apply']
      calc |g (g^[n] w) - E| ≤ q * |g^[n] w - E| := step _ (by linarith)
        _ ≤ q * (q ^ n * |w - E|) := mul_le_mul_of_nonneg_left ih hq0
        _ = q ^ (n + 1) * |w - E| := by ring
  have ht := (tendsto_pow_atTop_nhds_zero_of_lt_one hq0 hq1).mul_const |w - E|
  rw [zero_mul] at ht
  exact tendsto_iff_norm_sub_tendsto_zero.mpr
    (squeeze_zero (fun n => norm_nonneg _) (fun n => hb n) ht)

/-- If the update has slope of modulus above one at a fixed point, every orbit that never hits
the fixed point is outside one fixed neighbourhood of it at arbitrarily late steps. -/
theorem repels {g : ℝ → ℝ} {m E : ℝ} (h : HasDerivAt g m E) (hE : g E = E) (hm : 1 < |m|) :
    ∃ δ > 0, ∀ w, (∀ n, g^[n] w ≠ E) → ∃ᶠ n in atTop, δ ≤ |g^[n] w - E| := by
  obtain ⟨δ, hδ, H⟩ := linear_bound h (c := (|m| - 1) / 2) (by linarith)
  obtain ⟨q, hq⟩ : ∃ q, q = (1 + |m|) / 2 := ⟨_, rfl⟩
  have hq1 : 1 < q := by linarith
  -- one update magnifies the error by at least the factor q
  have step : ∀ w, |w - E| < δ → q * |w - E| ≤ |g w - E| := by
    intro w hw
    have h1 := H w hw
    rw [hE, abs_sub_comm] at h1
    have h2 := abs_sub_abs_le_abs_sub ((w - E) * m) (g w - E)
    rw [abs_mul] at h2
    rw [hq]
    linarith
  refine ⟨δ, hδ, fun w hw => ?_⟩
  rw [Filter.frequently_atTop]
  intro N
  by_contra hcon
  have hin : ∀ n, N ≤ n → |g^[n] w - E| < δ := fun n hn =>
    lt_of_not_ge fun h' => hcon ⟨n, hn, h'⟩
  -- an orbit confined to the neighbourhood would grow without bound
  have grow : ∀ k : ℕ, q ^ k * |g^[N] w - E| ≤ |g^[N + k] w - E| := by
    intro k
    induction k with
    | zero => simp
    | succ k ih =>
      rw [← Nat.add_assoc, Function.iterate_succ_apply']
      calc q ^ (k + 1) * |g^[N] w - E| = q * (q ^ k * |g^[N] w - E|) := by ring
        _ ≤ q * |g^[N + k] w - E| := mul_le_mul_of_nonneg_left ih (by linarith)
        _ ≤ |g (g^[N + k] w) - E| := step _ (hin _ (Nat.le_add_right N k))
  have hd : 0 < |g^[N] w - E| := abs_pos.mpr (sub_ne_zero.mpr (hw N))
  obtain ⟨k, hk⟩ := pow_unbounded_of_one_lt (δ / |g^[N] w - E|) hq1
  rw [div_lt_iff₀ hd] at hk
  linarith [grow k, hin (N + k) (Nat.le_add_right N k)]

/-- Let `E` solve the quasiparticle equation, with `S` differentiable at `E` and `S'(E) < 1`.
For `0 < a < 2Z` the damped iteration converges to `E` from all nearby starts; for `a > 2Z`
every orbit that never hits `E` is outside a fixed neighbourhood at arbitrarily late steps. -/
theorem damped_root_search {S : ℝ → ℝ} {e E : ℝ} (a : ℝ) (hE : E = e + S E)
    (hS : DifferentiableAt ℝ S E) (hs : deriv S E < 1) :
    (0 < a → a < 2 * qpWeight S E → ∃ δ > 0, ∀ w, |w - E| < δ →
      Tendsto (fun n => (dampedStep S e a)^[n] w) atTop (𝓝 E)) ∧
    (2 * qpWeight S E < a → ∃ δ > 0, ∀ w, (∀ n, (dampedStep S e a)^[n] w ≠ E) →
      ∃ᶠ n in atTop, δ ≤ |(dampedStep S e a)^[n] w - E|) := by
  have hp : 0 < 1 - deriv S E := by linarith
  unfold qpWeight
  rw [mul_one_div]
  constructor
  · intro ha h
    rw [lt_div_iff₀ hp] at h
    have h0 := mul_pos ha hp
    exact attracts (hasDerivAt_dampedStep e a hS)
      ((dampedStep_eq_self_iff S e E ha.ne').mpr hE)
      (abs_lt.mpr ⟨by linarith, by linarith⟩)
  · intro h
    have ha : 0 < a := lt_trans (div_pos two_pos hp) h
    rw [div_lt_iff₀ hp] at h
    exact repels (hasDerivAt_dampedStep e a hS)
      ((dampedStep_eq_self_iff S e E ha.ne').mpr hE)
      (lt_abs.mpr (Or.inr (by linarith)))

/-- For `S` differentiable at the solution `E` with `S'(E) < 1`, the undamped iteration
`w ↦ e + S w` converges from all nearby starts if `Z > 1/2`; if `Z < 1/2`, every orbit that never
hits `E` is outside a fixed neighbourhood at arbitrarily late steps. -/
theorem undamped_root_search {S : ℝ → ℝ} {e E : ℝ} (hE : E = e + S E)
    (hS : DifferentiableAt ℝ S E) (hs : deriv S E < 1) :
    (1 / 2 < qpWeight S E → ∃ δ > 0, ∀ w, |w - E| < δ →
      Tendsto (fun n => (fun x => e + S x)^[n] w) atTop (𝓝 E)) ∧
    (qpWeight S E < 1 / 2 → ∃ δ > 0, ∀ w, (∀ n, (fun x => e + S x)^[n] w ≠ E) →
      ∃ᶠ n in atTop, δ ≤ |(fun x => e + S x)^[n] w - E|) := by
  have hf : dampedStep S e 1 = fun x => e + S x := by
    funext x
    unfold dampedStep
    ring
  have h := damped_root_search 1 hE hS hs
  rw [hf] at h
  exact ⟨fun hz => h.1 one_pos (by linarith), fun hz => h.2 (by linarith)⟩

/-- With damping factor `a = Z`, for `S` differentiable at the solution `E` and `S'(E) ≠ 1`, one
update leaves at most `c` times a sufficiently small error, for any prescribed `c > 0`. -/
theorem superlinear_at_weight {S : ℝ → ℝ} {e E c : ℝ} (hE : E = e + S E)
    (hS : DifferentiableAt ℝ S E) (hs : deriv S E ≠ 1) (hc : 0 < c) :
    ∃ δ > 0, ∀ w, |w - E| < δ →
      |dampedStep S e (qpWeight S E) w - E| ≤ c * |w - E| := by
  have hp : 1 - deriv S E ≠ 0 := sub_ne_zero.mpr hs.symm
  have hz : qpWeight S E ≠ 0 := one_div_ne_zero hp
  -- the slope of the update vanishes at E
  have hm : 1 - qpWeight S E * (1 - deriv S E) = 0 := by
    unfold qpWeight
    rw [one_div_mul_cancel hp, sub_self]
  have hd := hasDerivAt_dampedStep e (qpWeight S E) hS
  rw [hm] at hd
  obtain ⟨δ, hδ, H⟩ := linear_bound hd hc
  refine ⟨δ, hδ, fun w hw => ?_⟩
  have h1 := H w hw
  rwa [(dampedStep_eq_self_iff S e E hz).mpr hE, mul_zero, sub_zero] at h1

/-- For the linear toy model `S w = -w` with `e = 0`, the weight at `E = 0` is `1/2`, and the
iteration with `a = 1 = 2Z` converges to `E` from no other starting energy. -/
theorem threshold_can_fail :
    qpWeight (fun x => -x) 0 = 1 / 2 ∧ ∀ w : ℝ, w ≠ 0 →
      ¬ Tendsto (fun n => (dampedStep (fun x => -x) 0 1)^[n] w) atTop (𝓝 0) := by
  constructor
  · unfold qpWeight
    rw [(hasDerivAt_id' (0 : ℝ)).fun_neg.deriv]
    norm_num
  · intro w hw hT
    have hstep : ∀ x : ℝ, dampedStep (fun x => -x) 0 1 x = -x := by
      intro x
      unfold dampedStep
      ring
    -- each update only flips the sign of the error
    have hn : ∀ n : ℕ, |(dampedStep (fun x => -x) 0 1)^[n] w| = |w| := by
      intro n
      induction n with
      | zero => rfl
      | succ n ih => rw [Function.iterate_succ_apply', hstep, abs_neg, ih]
    have h1 := hT.abs
    simp only [hn] at h1
    have h2 := tendsto_nhds_unique tendsto_const_nhds h1
    rw [abs_zero] at h2
    exact hw (abs_eq_zero.mp h2)

/-- For a self-energy with a single pole at `p` and coupling `g`, the weight at an energy `E ≠ p`
is `(E - p)² / ((E - p)² + g²)`. -/
theorem qpWeight_single_pole (g : ℝ) {p E : ℝ} (h : E ≠ p) :
    qpWeight (fun w => g ^ 2 / (w - p)) E = (E - p) ^ 2 / ((E - p) ^ 2 + g ^ 2) := by
  have h0 : E - p ≠ 0 := sub_ne_zero.mpr h
  have hd : HasDerivAt (fun w => g ^ 2 / (w - p)) (-(g ^ 2) / (E - p) ^ 2) E :=
    ((hasDerivAt_const E (g ^ 2)).fun_div ((hasDerivAt_id' E).sub_const p) h0).congr_deriv
      (by ring)
  have key : 1 - -(g ^ 2) / (E - p) ^ 2 = ((E - p) ^ 2 + g ^ 2) / (E - p) ^ 2 := by
    rw [neg_div, sub_neg_eq_add, add_div, div_self (pow_ne_zero 2 h0)]
  unfold qpWeight
  rw [hd.deriv, key, one_div_div]

end

end GWDampedRootSearch
```

```lean
#print axioms GWDampedRootSearch.damped_root_search
#print axioms GWDampedRootSearch.undamped_root_search
#print axioms GWDampedRootSearch.threshold_can_fail
#print axioms GWDampedRootSearch.qpWeight_single_pole
```

```
'GWDampedRootSearch.damped_root_search' depends on axioms: [propext, Classical.choice, Quot.sound]
'GWDampedRootSearch.undamped_root_search' depends on axioms: [propext, Classical.choice, Quot.sound]
'GWDampedRootSearch.threshold_can_fail' depends on axioms: [propext, Classical.choice, Quot.sound]
'GWDampedRootSearch.qpWeight_single_pole' depends on axioms: [propext, Classical.choice, Quot.sound]
```

### How the lemmas carry the slope argument

`dampedStep_eq_self_iff` identifies the fixed points, and `hasDerivAt_dampedStep` computes the slope 1 − a(1 − S′(E)). `linear_bound` extracts the inequality with c and δ from the little-o form of the derivative.

`attracts` and `repels` are stated for any map `g` with a fixed point E and slope `m` there. Each begins with a one-step estimate called `step`, obtained from `abs_sub_abs_le_abs_sub`, the reverse triangle inequality. In `attracts`, an induction gives the bound with qⁿ, and `squeeze_zero` turns it into convergence. In `repels`, `by_contra` supposes that the orbit stays inside from step N on, the induction `grow` gives the factor qᵏ, and `pow_unbounded_of_one_lt` supplies a k for which the error would exceed δ.

`damped_root_search` then only has to translate thresholds. `lt_div_iff₀` and `div_lt_iff₀` rewrite the comparison of a with 2Z as a comparison of a(1 − S′(E)) with 2, and `abs_lt` and `lt_abs` turn that into the condition on |m|.

`undamped_root_search` is the case a = 1, after checking that the update is then e + S(w). `superlinear_at_weight` puts the slope 0 into `linear_bound`; it needs only S′(E) ≠ 1. `threshold_can_fail` shows by induction that |w_n| = |w_0| for every n, so a limit of 0 would force the start to be 0. `qpWeight_single_pole` differentiates the pole with the quotient rule and simplifies the fraction.
